# Total structure factor of a classical commensurate spiral from its rotating-frame spins

In a spiral magnet the spins are often easiest to describe in a frame that turns with the spiral, but a scattering experiment sees them in the laboratory frame. At which wave numbers does a rotating-frame fluctuation then appear, and with what weight?

## Spins on a ring and their Fourier intensities

Take a periodic chain of $N\ge 1$ sites, labelled by integers modulo $N$.

```lean
import Mathlib

open scoped ComplexConjugate

namespace SpiralStructureFactor

noncomputable section
```

A spin field $T$ assigns three real numbers $T_x(n),T_y(n),T_z(n)$ to each site $n$. They are classical, and their length is not fixed.

```lean
/-- A classical spin field on a periodic chain of `N` sites, with three real components. -/
structure SpinField (N : ℕ) where
  x : ZMod N → ℝ
  y : ZMod N → ℝ
  z : ZMod N → ℝ
```

The circular components are $T^\pm(n)=T_x(n)\pm iT_y(n)$.

```lean
variable {N : ℕ} [NeZero N]

/-- The circular component `Tx + i Ty` at site `n`. -/
def SpinField.plus (T : SpinField N) (n : ZMod N) : ℂ := (T.x n : ℂ) + Complex.I * (T.y n : ℂ)

/-- The circular component `Tx - i Ty` at site `n`. -/
def SpinField.minus (T : SpinField N) (n : ZMod N) : ℂ := (T.x n : ℂ) - Complex.I * (T.y n : ℂ)
```

The plane wave of wave number $q$ is $e_q(n)=e^{2\pi i qn/N}$, written in Lean as the standard additive character of `ZMod N`. Wave numbers are therefore also integers modulo $N$, and only commensurate spirals are covered.

```lean
/-- The lattice plane wave of wave number `q` at site `n`. -/
def phase (q n : ZMod N) : ℂ := ZMod.stdAddChar (q * n)
```

The Fourier transform is unnormalised, with a minus sign in the exponent: $Ff(q)=\sum_n e_{-q}(n)f(n)$.

```lean
/-- The unnormalised discrete Fourier transform on the chain. -/
def dft (f : ZMod N → ℂ) (q : ZMod N) : ℂ := ∑ n, phase (-q) n * f n
```

The laboratory field $S$ has $S_z=T_z$, while $S_x$ and $S_y$ are the real and imaginary parts of $e_Q(n)T^+(n)$. This turns the spin at site $n$ about $z$ by $2\pi Qn/N$.

```lean
/-- The laboratory spins obtained from the rotating-frame spins `T` by turning the spin at
site `n` about the `z` axis by the phase angle of the plane wave `Q`. -/
def spiral (Q : ZMod N) (T : SpinField N) : SpinField N where
  x n := (phase Q n * T.plus n).re
  y n := (phase Q n * T.plus n).im
  z := T.z
```

The total structure factor is $I(q)=\sum_{a=x,y,z}|FS_a(q)|^2$, for a single configuration and without form or polarisation factors.

```lean
/-- The total structure factor: the Fourier intensities of the three spin components, summed. -/
def totalIntensity (S : SpinField N) (q : ZMod N) : ℝ :=
  ‖dft (fun n => (S.x n : ℂ)) q‖ ^ 2 + ‖dft (fun n => (S.y n : ℂ)) q‖ ^ 2
    + ‖dft (fun n => (S.z n : ℂ)) q‖ ^ 2
```

The antisymmetric $x$–$y$ correlation is $C(q)=2\,\mathrm{Im}\big(FS_x(q)\,\overline{FS_y(q)}\big)$.

```lean
/-- The chiral structure factor: the antisymmetric correlation of the `x` and `y` components. -/
def chiralIntensity (S : SpinField N) (q : ZMod N) : ℝ :=
  2 * (dft (fun n => (S.x n : ℂ)) q * conj (dft (fun n => (S.y n : ℂ)) q)).im
```

A field equal to $(a,b,c)$ at every site of the rotating frame describes a conical spiral.

```lean
/-- The spin field with the same spin `(a, b, c)` at every site. -/
def uniform (a b c : ℝ) : SpinField N := ⟨fun _ => a, fun _ => b, fun _ => c⟩
```

For integer representatives, the character is the expected exponential.

```lean
/-- For integer wave number and site the plane wave is `exp (2 π i Q n / N)`. -/
theorem phase_intCast (Q n : ℤ) :
    phase (Q : ZMod N) (n : ZMod N)
      = Complex.exp (2 * Real.pi * Complex.I * (Q * n) / N) := by
  rw [phase, ← Int.cast_mul, ZMod.stdAddChar_coe]
  push_cast
  rfl
```

## Opposite shifts for the two circular components

By construction $S^+=e_QT^+$. Since $T_x,T_y,S_x,S_y$ are real, conjugation gives $S^-=\overline{S^+}=\overline{e_Q}\,\overline{T^+}=e_{-Q}T^-$. The proof follows the same route, with `hconj` and `hphase` supplying the two conjugations.

```lean
/-- The rotation multiplies `Tx + i Ty` by the plane wave `Q` and `Tx - i Ty` by the plane
wave `-Q`. -/
theorem spiral_circular (Q : ZMod N) (T : SpinField N) (n : ZMod N) :
    (spiral Q T).plus n = phase Q n * T.plus n ∧
      (spiral Q T).minus n = phase (-Q) n * T.minus n := by
  have hconj : ∀ S : SpinField N, S.minus n = conj (S.plus n) := by
    intro S
    simp only [SpinField.minus, SpinField.plus, map_add, map_mul, Complex.conj_ofReal,
      Complex.conj_I]
    ring
  have hplus : (spiral Q T).plus n = phase Q n * T.plus n := by
    change ((phase Q n * T.plus n).re : ℂ) + Complex.I * ((phase Q n * T.plus n).im : ℂ) = _
    rw [mul_comm Complex.I, Complex.re_add_im]
  refine ⟨hplus, ?_⟩
  -- the second relation is the complex conjugate of the first
  have hphase : phase (-Q) n = conj (phase Q n) := by
    rw [phase, phase, neg_mul, AddChar.map_neg_eq_conj]
  rw [hconj, hplus, map_mul, ← hconj, hphase]
```

A plane-wave factor shifts the transform:
$$F(e_Qf)(q)=\sum_n e_{-q}(n)e_Q(n)f(n)=\sum_n e_{-(q-Q)}(n)f(n)=Ff(q-Q).$$
Lean compares the sums term by term, using the character's addition law.

```lean
/-- Multiplication by the plane wave `Q` shifts the Fourier transform by `Q`. -/
theorem dft_phase_mul (Q : ZMod N) (f : ZMod N → ℂ) (q : ZMod N) :
    dft (fun n => phase Q n * f n) q = dft f (q - Q) := by
  unfold dft
  refine Finset.sum_congr rfl fun n _ => ?_
  have h : phase (-(q - Q)) n = phase (-q) n * phase Q n := by
    unfold phase
    rw [← AddChar.map_add_eq_mul]
    congr 1
    ring
  rw [h, mul_assoc]
```

Write $X=FS_x(q)$ and $Y=FS_y(q)$. By linearity,
$$X+iY=FS^+(q)=FT^+(q-Q),\qquad X-iY=FS^-(q)=FT^-(q+Q).$$
The second equation applies the shift with $-Q$ in place of $Q$.

```lean
/-- The Fourier transforms of the laboratory components, combined as `x + i y` and `x - i y`,
are those of the rotating-frame circular components at `q - Q` and `q + Q`. -/
theorem dft_spiral (Q : ZMod N) (T : SpinField N) (q : ZMod N) :
    dft (fun n => ((spiral Q T).x n : ℂ)) q
        + Complex.I * dft (fun n => ((spiral Q T).y n : ℂ)) q = dft T.plus (q - Q) ∧
      dft (fun n => ((spiral Q T).x n : ℂ)) q
        - Complex.I * dft (fun n => ((spiral Q T).y n : ℂ)) q = dft T.minus (q + Q) := by
  constructor
  · rw [← dft_phase_mul Q T.plus q]
    unfold dft
    rw [Finset.mul_sum, ← Finset.sum_add_distrib]
    refine Finset.sum_congr rfl fun n _ => ?_
    beta_reduce
    rw [← (spiral_circular Q T n).1, SpinField.plus]
    ring
  · rw [← sub_neg_eq_add q Q, ← dft_phase_mul (-Q) T.minus q]
    unfold dft
    rw [Finset.mul_sum, ← Finset.sum_sub_distrib]
    refine Finset.sum_congr rfl fun n _ => ?_
    beta_reduce
    rw [← (spiral_circular Q T n).2, SpinField.minus]
    ring
```

## Adding and subtracting the intensities

Expanding the squares gives
$$|X\pm iY|^2=|X|^2+|Y|^2\pm2\,\mathrm{Im}(X\overline Y).$$
Half the sum is $|X|^2+|Y|^2$, which is `key` in the proof. Adding the unchanged $z$ term gives
$$I(q)=|FT_z(q)|^2+\tfrac12|FT^+(q-Q)|^2+\tfrac12|FT^-(q+Q)|^2.$$

```lean
/-- The total structure factor of the laboratory spins is the longitudinal rotating-frame
intensity at `q` plus half the circular intensities at `q - Q` and `q + Q`. -/
theorem totalIntensity_spiral (Q : ZMod N) (T : SpinField N) (q : ZMod N) :
    totalIntensity (spiral Q T) q
      = ‖dft (fun n => (T.z n : ℂ)) q‖ ^ 2 + ‖dft T.plus (q - Q)‖ ^ 2 / 2
        + ‖dft T.minus (q + Q)‖ ^ 2 / 2 := by
  -- parallelogram identity for the two transverse amplitudes
  have key : ∀ X Y : ℂ, ‖X‖ ^ 2 + ‖Y‖ ^ 2
      = ‖X + Complex.I * Y‖ ^ 2 / 2 + ‖X - Complex.I * Y‖ ^ 2 / 2 := by
    intro X Y
    simp only [Complex.sq_norm, Complex.normSq_apply, Complex.add_re, Complex.add_im,
      Complex.sub_re, Complex.sub_im, Complex.mul_re, Complex.mul_im, Complex.I_re, Complex.I_im]
    ring
  have hz : dft (fun n => ((spiral Q T).z n : ℂ)) q = dft (fun n => (T.z n : ℂ)) q := rfl
  rw [← (dft_spiral Q T q).1, ← (dft_spiral Q T q).2, totalIntensity, hz, key]
  ring
```

The last term must contain $T^-$, not $T^+$: conjugation gives $FT^-(k)=\overline{FT^+(-k)}$, with the wave number reversed. For $N=3$, $Q=0$, $T^+=e_1$ and $T_z=0$, the correct value is $I(1)=9/2$; writing $T^+$ in both terms would give $9$.

Half the difference of the same two squares is the chiral correlation:
$$C(q)=\tfrac12|FT^+(q-Q)|^2-\tfrac12|FT^-(q+Q)|^2.$$
Lean expands both sides into real and imaginary parts.

```lean
/-- The chiral structure factor of the laboratory spins is half the difference of the
rotating-frame circular intensities at `q - Q` and `q + Q`. -/
theorem chiralIntensity_spiral (Q : ZMod N) (T : SpinField N) (q : ZMod N) :
    chiralIntensity (spiral Q T) q
      = ‖dft T.plus (q - Q)‖ ^ 2 / 2 - ‖dft T.minus (q + Q)‖ ^ 2 / 2 := by
  rw [← (dft_spiral Q T q).1, ← (dft_spiral Q T q).2, chiralIntensity]
  simp only [Complex.sq_norm, Complex.normSq_apply, Complex.add_re, Complex.add_im,
    Complex.sub_re, Complex.sub_im, Complex.mul_re, Complex.mul_im, Complex.I_re, Complex.I_im,
    Complex.conj_re, Complex.conj_im]
  ring
```

## Peaks of a conical spiral

For a constant $w$, $Fw(0)=Nw$. For $q\ne0$, put $\omega=e^{-2\pi iq/N}\ne1$; then $Fw(q)=w(\omega^N-1)/(\omega-1)=0$. Lean takes this orthogonality from the primitivity of the character.

```lean
/-- The Fourier intensity of a constant field `w` is `N² |w|²` at `q = 0` and zero elsewhere. -/
theorem norm_sq_dft_const (w : ℂ) (q : ZMod N) :
    ‖dft (fun _ => w) q‖ ^ 2 = if q = 0 then (N : ℝ) ^ 2 * ‖w‖ ^ 2 else 0 := by
  have h := AddChar.sum_mulShift (-q) (ZMod.isPrimitive_stdAddChar N)
  have h' : dft (fun _ => w) q = (∑ n : ZMod N, ZMod.stdAddChar (n * -q)) * w := by
    unfold dft phase
    rw [Finset.sum_mul]
    exact Finset.sum_congr rfl fun n _ => by rw [mul_comm n]
  rw [h', h]
  by_cases hq : q = 0
  · simp [hq, ZMod.card, mul_pow]
  · simp [hq]
```

Here $|a\pm ib|^2=a^2+b^2$, so the general formula places weight $N^2c^2$ at $0$ and $N^2(a^2+b^2)/2$ at each of $Q$ and $-Q$. Coinciding peaks add: if $Q=-Q\ne0$, that wave number carries $N^2(a^2+b^2)$. The proof evaluates the three constant transforms and then splits the cases.

```lean
/-- A conical spiral, uniform `(a, b, c)` in the rotating frame, has intensity `N² c²` at `0`
and `N² (a² + b²) / 2` at each of `Q` and `-Q`, added where these wave numbers coincide. -/
theorem totalIntensity_conical (Q q : ZMod N) (a b c : ℝ) :
    totalIntensity (spiral Q (uniform a b c)) q
      = (if q = 0 then (N : ℝ) ^ 2 * c ^ 2 else 0)
        + (if q = Q then (N : ℝ) ^ 2 * (a ^ 2 + b ^ 2) / 2 else 0)
        + (if q = -Q then (N : ℝ) ^ 2 * (a ^ 2 + b ^ 2) / 2 else 0) := by
  have nz : ‖(c : ℂ)‖ ^ 2 = c ^ 2 := by
    rw [Complex.norm_real, Real.norm_eq_abs, sq_abs]
  have np : ‖(a : ℂ) + Complex.I * (b : ℂ)‖ ^ 2 = a ^ 2 + b ^ 2 := by
    rw [Complex.sq_norm, Complex.normSq_apply]
    simp [pow_two]
  have nm : ‖(a : ℂ) - Complex.I * (b : ℂ)‖ ^ 2 = a ^ 2 + b ^ 2 := by
    rw [Complex.sq_norm, Complex.normSq_apply]
    simp [pow_two]
  -- each rotating-frame component is constant, so it contributes a single peak
  have hz : ‖dft (fun n => ((uniform a b c : SpinField N).z n : ℂ)) q‖ ^ 2
      = if q = 0 then (N : ℝ) ^ 2 * c ^ 2 else 0 := by
    rw [← nz]
    exact norm_sq_dft_const (c : ℂ) q
  have hp : ‖dft (uniform a b c : SpinField N).plus (q - Q)‖ ^ 2
      = if q - Q = 0 then (N : ℝ) ^ 2 * (a ^ 2 + b ^ 2) else 0 := by
    rw [← np]
    exact norm_sq_dft_const ((a : ℂ) + Complex.I * (b : ℂ)) (q - Q)
  have hm : ‖dft (uniform a b c : SpinField N).minus (q + Q)‖ ^ 2
      = if q + Q = 0 then (N : ℝ) ^ 2 * (a ^ 2 + b ^ 2) else 0 := by
    rw [← nm]
    exact norm_sq_dft_const ((a : ℂ) - Complex.I * (b : ℂ)) (q + Q)
  rw [totalIntensity_spiral, hz, hp, hm]
  simp only [sub_eq_zero, add_eq_zero_iff_eq_neg]
  split_ifs <;> ring

end

end SpiralStructureFactor
```

For classical spin simulations on a finite periodic chain, these identities turn rotating-frame Fourier data into laboratory intensities at equal time; they contain no spin-wave energies or quantum fluctuations.

```lean
#print axioms SpiralStructureFactor.phase_intCast
-- 'SpiralStructureFactor.phase_intCast' depends on axioms: [propext, Classical.choice, Quot.sound]
#print axioms SpiralStructureFactor.totalIntensity_spiral
-- 'SpiralStructureFactor.totalIntensity_spiral' depends on axioms: [propext, Classical.choice, Quot.sound]
#print axioms SpiralStructureFactor.chiralIntensity_spiral
-- 'SpiralStructureFactor.chiralIntensity_spiral' depends on axioms: [propext, Classical.choice, Quot.sound]
#print axioms SpiralStructureFactor.totalIntensity_conical
-- 'SpiralStructureFactor.totalIntensity_conical' depends on axioms: [propext, Classical.choice, Quot.sound]
```
